# The trace inequality tr((AB)²) ≤ tr(A²B²) for Hermitian matrices and the norm of the commutator

## Question

In each self-consistent-field cycle, working in an orthonormal finite basis, I test convergence by checking that the Fock matrix F built from the current density matrix P commutes with P, and I monitor the Frobenius norm of FP − PF. I would like to rely on the square of this norm being twice a difference of two traces. The claim is that for Hermitian A and B

tr(A²B²) − tr(ABAB) = ½ ‖AB − BA‖²

so that tr((AB)²) ≤ tr(A²B²), with equality exactly when A and B commute. How is this stated and proved in Lean 4 with Mathlib, and is hermiticity really needed?

## Answer

The claim holds for Hermitian complex matrices of any finite size, and the inequality can fail as soon as one of the two matrices is not Hermitian.

### Modelling choices

An operator is a `Matrix n n ℂ`, where `n` is any finite set of basis labels. The hypothesis `A.IsHermitian` says A† = A, with `Mᴴ` the conjugate transpose M†. Taking the conjugate transpose as the adjoint, and the plain matrix product as composition, presumes an orthonormal basis. The error matrix FPS − SPF of a basis with overlap matrix S is not treated, and neither are operators on infinite-dimensional spaces. Real symmetric matrices are included as Hermitian matrices with real entries. Nothing else is assumed: no positivity, no idempotency, no normalisation of the trace.

The squared Frobenius norm `frobSq M` is defined from the entries,

‖M‖² = Σᵢⱼ |Mᵢⱼ|²

and is a real number. The brackets `commutator A B` and `anticommutator A B` are [A,B] = AB − BA and {A,B} = AB + BA, with no factor of i or ħ. The word ABAB is written `(A * B) ^ 2`. Traces of complex matrices are complex numbers, so the identities are equations in ℂ with the norm cast as in `(frobSq M : ℂ)`, while the inequalities compare real parts. That the imaginary parts vanish is proved, not assumed.

### Derivation by hand

Step 1. For any matrix M,

tr(M†M) = Σⱼ Σᵢ conj(Mᵢⱼ) Mᵢⱼ = Σᵢⱼ |Mᵢⱼ|² = ‖M‖²

This is a sum of nonnegative terms, so it is nonnegative and it vanishes only if every entry does.

Step 2. For Hermitian A and B, (AB)† = B†A† = BA and (BA)† = AB. With C = [A,B] and K = {A,B},

C† = BA − AB = −C

K† = BA + AB = K

Step 3. For arbitrary square matrices, expanding the squares gives

C² = ABAB − ABBA − BAAB + BABA

K² = ABAB + ABBA + BAAB + BABA

Moving the first factor to the end under the trace gives tr(ABBA) = tr(B²A²) = tr(A²B²), tr(BAAB) = tr(A²B²) and tr(BABA) = tr(ABAB). Hence

tr(C²) = 2 tr((AB)²) − 2 tr(A²B²)

tr(K²) = 2 tr((AB)²) + 2 tr(A²B²)

Step 4. By steps 1 to 3, for Hermitian A and B,

‖C‖² = tr(C†C) = −tr(C²) = 2 tr(A²B²) − 2 tr((AB)²)

and division by 2 gives the main identity.

Step 5. By cyclicity and step 2,

tr(A²B²) = tr(BA·AB) = tr((AB)†(AB)) = ‖AB‖²

so tr(A²B²) is real, and then

tr((AB)²) = ‖AB‖² − ½ ‖C‖²

is real too. Since ‖C‖² ≥ 0, tr((AB)²) ≤ tr(A²B²). The two traces are equal exactly when ‖C‖² = 0, which by step 1 means AB = BA.

Step 6. The same argument with K† = K gives ‖K‖² = tr(K²), that is

tr(A²B²) + tr((AB)²) = ½ ‖{A,B}‖²

so tr((AB)²) ≥ −tr(A²B²), with equality exactly when AB = −BA.

Step 7. For any D, cyclicity gives tr(ADB) = tr(BAD), so

tr(A[B,D]) = tr(ABD) − tr(BAD) = tr([A,B]D)

With D = [B,A] = −C = C†,

tr(A[B,[B,A]]) = tr(CC†) = tr(C†C) = ‖[A,B]‖²

Two examples fix the scale. For A = σx and B = σz, both squares are the identity, so tr(A²B²) = 2. The product σxσz has rows (0, −1) and (1, 0), its square is minus the identity, and tr((AB)²) = −2. The difference 4 is half of ‖[σx,σz]‖² = 8, and the lower bound of step 6 is reached. For A = σx and B the raising matrix σ₊ with rows (0, 1) and (0, 0), B² = 0 gives tr(A²B²) = 0, while AB = diag(0, 1) gives tr((AB)²) = 1. The inequality would read 1 ≤ 0, and the left side of the main identity is −1, which cannot be half a squared norm.

### The Lean file

```lean
import Mathlib

open Matrix

namespace CommutatorTraceInequality

noncomputable section

variable {n : Type*} [Fintype n]

/-- Squared Frobenius (Hilbert-Schmidt) norm: the sum of the squared moduli of all entries. -/
def frobSq (M : Matrix n n ℂ) : ℝ := ∑ i, ∑ j, ‖M i j‖ ^ 2

/-- The commutator `[A, B] = AB - BA`. -/
def commutator (A B : Matrix n n ℂ) : Matrix n n ℂ := A * B - B * A

/-- The anticommutator `{A, B} = AB + BA`. -/
def anticommutator (A B : Matrix n n ℂ) : Matrix n n ℂ := A * B + B * A

/-- The Pauli matrix `σx`. -/
def pauliX : Matrix (Fin 2) (Fin 2) ℂ := !![0, 1; 1, 0]

/-- The Pauli matrix `σz`. -/
def pauliZ : Matrix (Fin 2) (Fin 2) ℂ := !![1, 0; 0, -1]

/-- The spin raising matrix of a two-level system. -/
def raising : Matrix (Fin 2) (Fin 2) ℂ := !![0, 1; 0, 0]

/-- The trace of `M†M` is the squared Frobenius norm of `M`. -/
theorem trace_conjTranspose_mul_self (M : Matrix n n ℂ) :
    trace (Mᴴ * M) = (frobSq M : ℂ) := by
  simp only [frobSq, Matrix.trace, Matrix.diag_apply, Matrix.mul_apply,
    Matrix.conjTranspose_apply]
  push_cast
  rw [Finset.sum_comm]
  refine Finset.sum_congr rfl fun i _ => Finset.sum_congr rfl fun j _ => ?_
  exact Complex.conj_mul' _

/-- The squared Frobenius norm is nonnegative and vanishes exactly for the zero matrix. -/
theorem frobSq_pos_def (M : Matrix n n ℂ) : 0 ≤ frobSq M ∧ (frobSq M = 0 ↔ M = 0) := by
  have hrow : ∀ i ∈ (Finset.univ : Finset n), 0 ≤ ∑ j, ‖M i j‖ ^ 2 :=
    fun i _ => Finset.sum_nonneg fun j _ => sq_nonneg _
  refine ⟨Finset.sum_nonneg hrow, ?_, ?_⟩
  · intro h
    unfold frobSq at h
    ext i j
    -- a vanishing sum of nonnegative terms has every term zero
    have h1 := (Finset.sum_eq_zero_iff_of_nonneg hrow).1 h i (Finset.mem_univ i)
    have hent : ∀ k ∈ (Finset.univ : Finset n), 0 ≤ ‖M i k‖ ^ 2 := fun k _ => sq_nonneg _
    have h2 := (Finset.sum_eq_zero_iff_of_nonneg hent).1 h1 j (Finset.mem_univ j)
    simpa using h2
  · rintro rfl
    simp [frobSq]

/-- For Hermitian `A` and `B` the commutator is anti-Hermitian and the anticommutator
is Hermitian. -/
theorem brackets_conjTranspose {A B : Matrix n n ℂ} (hA : A.IsHermitian) (hB : B.IsHermitian) :
    (commutator A B)ᴴ = -commutator A B ∧ (anticommutator A B)ᴴ = anticommutator A B := by
  constructor
  · simp only [commutator, conjTranspose_sub, conjTranspose_mul, hA.eq, hB.eq, neg_sub]
  · simp only [anticommutator, conjTranspose_add, conjTranspose_mul, hA.eq, hB.eq]
    exact add_comm _ _

variable [DecidableEq n]

/-- For arbitrary square matrices, `tr [A,B]² = 2 tr (AB)² - 2 tr A²B²` and
`tr {A,B}² = 2 tr (AB)² + 2 tr A²B²`. -/
theorem trace_brackets_sq (A B : Matrix n n ℂ) :
    trace (commutator A B * commutator A B)
        = 2 * trace ((A * B) ^ 2) - 2 * trace (A ^ 2 * B ^ 2) ∧
    trace (anticommutator A B * anticommutator A B)
        = 2 * trace ((A * B) ^ 2) + 2 * trace (A ^ 2 * B ^ 2) := by
  -- cyclicity reduces the words ABBA, BAAB, BABA to AABB and ABAB
  have h1 : trace (A * (B ^ 2 * A)) = trace (A ^ 2 * B ^ 2) :=
    calc trace (A * (B ^ 2 * A)) = trace (B ^ 2 * A * A) := trace_mul_comm _ _
      _ = trace (B ^ 2 * A ^ 2) := by simp only [pow_two, Matrix.mul_assoc]
      _ = trace (A ^ 2 * B ^ 2) := trace_mul_comm _ _
  have h2 : trace (B * (A ^ 2 * B)) = trace (A ^ 2 * B ^ 2) :=
    calc trace (B * (A ^ 2 * B)) = trace (A ^ 2 * B * B) := trace_mul_comm _ _
      _ = trace (A ^ 2 * B ^ 2) := by simp only [pow_two, Matrix.mul_assoc]
  have h3 : trace (B * (A * B * A)) = trace ((A * B) ^ 2) :=
    calc trace (B * (A * B * A)) = trace (A * B * A * B) := trace_mul_comm _ _
      _ = trace ((A * B) ^ 2) := by simp only [pow_two, Matrix.mul_assoc]
  constructor
  · have e : commutator A B * commutator A B
        = (A * B) ^ 2 - A * (B ^ 2 * A) - B * (A ^ 2 * B) + B * (A * B * A) := by
      simp only [commutator, pow_two]
      noncomm_ring
    rw [e, trace_add, trace_sub, trace_sub, h1, h2, h3]
    ring
  · have e : anticommutator A B * anticommutator A B
        = (A * B) ^ 2 + A * (B ^ 2 * A) + B * (A ^ 2 * B) + B * (A * B * A) := by
      simp only [anticommutator, pow_two]
      noncomm_ring
    rw [e, trace_add, trace_add, trace_add, h1, h2, h3]
    ring

/-- Main identity: for Hermitian `A` and `B`, `tr A²B² - tr (AB)²` is half the squared
Frobenius norm of the commutator. -/
theorem trace_sub_eq_half_frobSq_commutator {A B : Matrix n n ℂ}
    (hA : A.IsHermitian) (hB : B.IsHermitian) :
    trace (A ^ 2 * B ^ 2) - trace ((A * B) ^ 2) = (frobSq (commutator A B) : ℂ) / 2 := by
  have h := trace_conjTranspose_mul_self (commutator A B)
  -- `C†C = -C²` for the anti-Hermitian commutator `C`
  rw [(brackets_conjTranspose hA hB).1, Matrix.neg_mul, trace_neg,
    (trace_brackets_sq A B).1] at h
  linear_combination h / 2

/-- For Hermitian `A` and `B`, `tr A²B²` is the squared Frobenius norm of `AB`. -/
theorem trace_sq_mul_sq_eq_frobSq {A B : Matrix n n ℂ}
    (hA : A.IsHermitian) (hB : B.IsHermitian) :
    trace (A ^ 2 * B ^ 2) = (frobSq (A * B) : ℂ) := by
  have h := trace_conjTranspose_mul_self (A * B)
  rw [conjTranspose_mul, hA.eq, hB.eq] at h
  calc trace (A ^ 2 * B ^ 2) = trace (A * (A * B) * B) := by
        simp only [pow_two, Matrix.mul_assoc]
    _ = trace (B * (A * (A * B))) := trace_mul_comm _ _
    _ = trace (B * A * (A * B)) := by simp only [Matrix.mul_assoc]
    _ = (frobSq (A * B) : ℂ) := h

/-- For Hermitian `A` and `B` both traces are real, `tr (AB)² ≤ tr A²B²`, and the two traces
are equal exactly when `A` and `B` commute. -/
theorem trace_mul_sq_le {A B : Matrix n n ℂ} (hA : A.IsHermitian) (hB : B.IsHermitian) :
    ((trace ((A * B) ^ 2)).im = 0 ∧ (trace (A ^ 2 * B ^ 2)).im = 0) ∧
    (trace ((A * B) ^ 2)).re ≤ (trace (A ^ 2 * B ^ 2)).re ∧
    (trace ((A * B) ^ 2) = trace (A ^ 2 * B ^ 2) ↔ A * B = B * A) := by
  have h := trace_sub_eq_half_frobSq_commutator hA hB
  have h2 := trace_sq_mul_sq_eq_frobSq hA hB
  have hy : trace ((A * B) ^ 2)
      = ((frobSq (A * B) - frobSq (commutator A B) / 2 : ℝ) : ℂ) := by
    push_cast
    linear_combination h2 - h
  refine ⟨⟨?_, ?_⟩, ?_, ?_, ?_⟩
  · rw [hy]
    exact Complex.ofReal_im _
  · rw [h2]
    exact Complex.ofReal_im _
  · rw [hy, h2]
    simp only [Complex.ofReal_re]
    have := (frobSq_pos_def (commutator A B)).1
    linarith
  · intro e
    -- equal traces force the norm of the commutator to vanish
    have h0 : (frobSq (commutator A B) : ℂ) = 0 := by linear_combination -2 * h - 2 * e
    have h0' : frobSq (commutator A B) = 0 := by exact_mod_cast h0
    have hc : A * B - B * A = 0 := (frobSq_pos_def (commutator A B)).2.1 h0'
    exact sub_eq_zero.1 hc
  · intro e
    have hc : commutator A B = 0 := sub_eq_zero.2 e
    have h0 : (frobSq (commutator A B) : ℂ) = 0 := by
      rw [(frobSq_pos_def (commutator A B)).2.2 hc]
      simp
    linear_combination -h - h0 / 2

/-- For Hermitian `A` and `B`, `tr A²B² + tr (AB)²` is half the squared Frobenius norm of the
anticommutator. -/
theorem trace_add_eq_half_frobSq_anticommutator {A B : Matrix n n ℂ}
    (hA : A.IsHermitian) (hB : B.IsHermitian) :
    trace (A ^ 2 * B ^ 2) + trace ((A * B) ^ 2) = (frobSq (anticommutator A B) : ℂ) / 2 := by
  have h := trace_conjTranspose_mul_self (anticommutator A B)
  rw [(brackets_conjTranspose hA hB).2, (trace_brackets_sq A B).2] at h
  linear_combination h / 2

/-- For Hermitian `A` and `B`, `-tr A²B² ≤ tr (AB)²`, with equality exactly when `A` and `B`
anticommute. -/
theorem neg_le_trace_mul_sq {A B : Matrix n n ℂ} (hA : A.IsHermitian) (hB : B.IsHermitian) :
    -(trace (A ^ 2 * B ^ 2)).re ≤ (trace ((A * B) ^ 2)).re ∧
    (trace ((A * B) ^ 2) = -trace (A ^ 2 * B ^ 2) ↔ A * B = -(B * A)) := by
  have h := trace_add_eq_half_frobSq_anticommutator hA hB
  refine ⟨?_, ?_, ?_⟩
  · have h' : trace (A ^ 2 * B ^ 2) + trace ((A * B) ^ 2)
        = ((frobSq (anticommutator A B) / 2 : ℝ) : ℂ) := by
      push_cast
      exact h
    have hre : (trace (A ^ 2 * B ^ 2)).re + (trace ((A * B) ^ 2)).re
        = frobSq (anticommutator A B) / 2 := by
      rw [← Complex.add_re, h', Complex.ofReal_re]
    have := (frobSq_pos_def (anticommutator A B)).1
    linarith
  · intro e
    have h0 : (frobSq (anticommutator A B) : ℂ) = 0 := by linear_combination -2 * h + 2 * e
    have h0' : frobSq (anticommutator A B) = 0 := by exact_mod_cast h0
    have hc : A * B + B * A = 0 := (frobSq_pos_def (anticommutator A B)).2.1 h0'
    exact eq_neg_iff_add_eq_zero.2 hc
  · intro e
    have hc : anticommutator A B = 0 := eq_neg_iff_add_eq_zero.1 e
    have h0 : (frobSq (anticommutator A B) : ℂ) = 0 := by
      rw [(frobSq_pos_def (anticommutator A B)).2.2 hc]
      simp
    linear_combination h + h0 / 2

omit [DecidableEq n] in
/-- For Hermitian `A` and `B`, the double-commutator trace `tr (A [B,[B,A]])` is the squared
Frobenius norm of `[A,B]`. -/
theorem trace_double_commutator {A B : Matrix n n ℂ}
    (hA : A.IsHermitian) (hB : B.IsHermitian) :
    trace (A * commutator B (commutator B A)) = (frobSq (commutator A B) : ℂ) := by
  -- cyclicity moves the outer bracket onto `A`
  have hmove : ∀ D : Matrix n n ℂ,
      trace (A * commutator B D) = trace (commutator A B * D) := by
    intro D
    have h1 : trace (A * (B * D)) = trace (A * B * D) := by rw [Matrix.mul_assoc]
    have h2 : trace (A * (D * B)) = trace (B * A * D) :=
      calc trace (A * (D * B)) = trace (A * D * B) := by rw [Matrix.mul_assoc]
        _ = trace (B * (A * D)) := trace_mul_comm _ _
        _ = trace (B * A * D) := by rw [Matrix.mul_assoc]
    unfold commutator
    rw [Matrix.mul_sub, Matrix.sub_mul, trace_sub, trace_sub, h1, h2]
  have hD : commutator B A = (commutator A B)ᴴ := by
    rw [(brackets_conjTranspose hA hB).1]
    simp only [commutator, neg_sub]
  calc trace (A * commutator B (commutator B A))
      = trace (commutator A B * commutator B A) := hmove _
    _ = trace (commutator B A * commutator A B) := trace_mul_comm _ _
    _ = trace ((commutator A B)ᴴ * commutator A B) := by rw [hD]
    _ = (frobSq (commutator A B) : ℂ) := trace_conjTranspose_mul_self _

/-- The Hermitian pair `σx`, `σz` has `tr σx²σz² = 2`, `tr (σxσz)² = -2`, a commutator of
squared Frobenius norm `8`, and anticommutes. -/
theorem pauli_witness :
    pauliX.IsHermitian ∧ pauliZ.IsHermitian ∧
    trace (pauliX ^ 2 * pauliZ ^ 2) = 2 ∧ trace ((pauliX * pauliZ) ^ 2) = -2 ∧
    frobSq (commutator pauliX pauliZ) = 8 ∧ pauliX * pauliZ = -(pauliZ * pauliX) := by
  have hX : pauliX.IsHermitian := by
    show pauliXᴴ = pauliX
    ext i j
    fin_cases i <;> fin_cases j <;> simp [pauliX, Matrix.conjTranspose_apply]
  have hZ : pauliZ.IsHermitian := by
    show pauliZᴴ = pauliZ
    ext i j
    fin_cases i <;> fin_cases j <;> simp [pauliZ, Matrix.conjTranspose_apply]
  have h1 : trace (pauliX ^ 2 * pauliZ ^ 2) = 2 := by
    simp only [pauliX, pauliZ, pow_two, Matrix.mul_fin_two, Matrix.trace_fin_two_of]
    norm_num
  have h2 : trace ((pauliX * pauliZ) ^ 2) = -2 := by
    simp only [pauliX, pauliZ, pow_two, Matrix.mul_fin_two, Matrix.trace_fin_two_of]
    norm_num
  refine ⟨hX, hZ, h1, h2, ?_, ?_⟩
  · have h := trace_sub_eq_half_frobSq_commutator hX hZ
    rw [h1, h2] at h
    have h8 : (frobSq (commutator pauliX pauliZ) : ℂ) = 8 := by linear_combination -2 * h
    exact_mod_cast h8
  · exact (neg_le_trace_mul_sq hX hZ).2.1 (by rw [h2, h1])

/-- For the Hermitian `A = σx` and the non-Hermitian raising matrix `B`, one finds
`tr A²B² = 0` and `tr (AB)² = 1`. -/
theorem nonHermitian_counterexample :
    pauliX.IsHermitian ∧ ¬ raising.IsHermitian ∧
    trace (pauliX ^ 2 * raising ^ 2) = 0 ∧ trace ((pauliX * raising) ^ 2) = 1 := by
  have h1 : trace (pauliX ^ 2 * raising ^ 2) = 0 := by
    simp only [pauliX, raising, pow_two, Matrix.mul_fin_two, Matrix.trace_fin_two_of]
    norm_num
  have h2 : trace ((pauliX * raising) ^ 2) = 1 := by
    simp only [pauliX, raising, pow_two, Matrix.mul_fin_two, Matrix.trace_fin_two_of]
    norm_num
  refine ⟨pauli_witness.1, ?_, h1, h2⟩
  intro hR
  -- a Hermitian raising matrix would give `1 ≤ 0`
  have h := (trace_mul_sq_le pauli_witness.1 hR).2.1
  rw [h1, h2] at h
  norm_num at h

end

end CommutatorTraceInequality
```

```lean
#print axioms CommutatorTraceInequality.trace_sub_eq_half_frobSq_commutator
#print axioms CommutatorTraceInequality.trace_double_commutator
#print axioms CommutatorTraceInequality.nonHermitian_counterexample
```

```
'CommutatorTraceInequality.trace_sub_eq_half_frobSq_commutator' depends on axioms: [propext, Classical.choice, Quot.sound]
'CommutatorTraceInequality.trace_double_commutator' depends on axioms: [propext, Classical.choice, Quot.sound]
'CommutatorTraceInequality.nonHermitian_counterexample' depends on axioms: [propext, Classical.choice, Quot.sound]
```

### What the theorems say

`trace_sub_eq_half_frobSq_commutator` is the identity you asked for: under `hA` and `hB`, the complex number tr(A²B²) − tr((AB)²) equals ½ ‖[A,B]‖². `trace_mul_sq_le` has three parts under the same two hypotheses: both traces have zero imaginary part, the real part of tr((AB)²) is at most that of tr(A²B²), and the traces are equal as complex numbers if and only if `A * B = B * A`.

`trace_add_eq_half_frobSq_anticommutator` and `neg_le_trace_mul_sq` are step 6, the second with the equality condition `A * B = -(B * A)`. `trace_double_commutator` is step 7. `pauli_witness` records that `pauliX` and `pauliZ` are Hermitian, the values 2, −2 and 8, and that the pair anticommutes. `nonHermitian_counterexample` records that `pauliX` is Hermitian, that `raising` is not, and the values 0 and 1. The lemma `trace_brackets_sq` carries no hermiticity hypothesis; hermiticity enters only where a square such as C² or a product such as BA·AB is turned into the form M†M.

### How the proof follows the steps

Step 1 is two lemmas. `trace_conjTranspose_mul_self` writes the trace as a double sum, exchanges the order of summation with `Finset.sum_comm`, and closes each term with `Complex.conj_mul'`, which is conj(z) z = |z|². `frobSq_pos_def` applies `Finset.sum_eq_zero_iff_of_nonneg` twice, once to the sum over rows and once within a row, to conclude that each entry is zero.

Step 2 is `brackets_conjTranspose`, where `conjTranspose_mul` reverses the products and `hA.eq`, `hB.eq` remove the daggers.

Step 3 is `trace_brackets_sq`. The facts `h1`, `h2`, `h3` are the cyclic reductions of ABBA, BAAB and BABA through `trace_mul_comm`, which is tr(XY) = tr(YX). The expansions `e` of C² and K² into four words are checked by `noncomm_ring`, and after the trace is distributed over the sum `ring` collects the scalars.

For step 4, the proof takes tr(C†C) = ‖C‖² as `h`, replaces C† by −C, pulls the sign out of the trace, inserts step 3, and divides by 2 with `linear_combination h / 2`.

Step 5 begins with `trace_sq_mul_sq_eq_frobSq`, which moves the last B to the front and matches tr(BA·AB) with step 1 for M = AB. In `trace_mul_sq_le`, `hy` expresses tr((AB)²) as the cast of the real number ‖AB‖² − ½ ‖C‖². The vanishing imaginary parts are read off from `hy` and `h2`, and `linarith` obtains the inequality from ‖C‖² ≥ 0. The two directions of the equivalence pass through ‖C‖² = 0 and the second half of `frobSq_pos_def`. The anticommutator theorems repeat this pattern with K in place of C.

In `trace_double_commutator`, `hmove` is tr(A[B,D]) = tr([A,B]D) for all D and `hD` is [B,A] = [A,B]†. In `pauli_witness` the traces come from explicit 2×2 multiplication, the value 8 from the main identity, and the anticommutation from the equality case of the lower bound. The last theorem shows that `raising` is not Hermitian by contradiction: if it were, `trace_mul_sq_le` would give 1 ≤ 0.

### Remarks

For the convergence test, set A = F and B = P in the orthonormal finite basis: the squared norm of FP − PF is 2 tr(F²P²) − 2 tr((FP)²), and it is zero exactly when F and P commute. Here F has to be the Fock matrix built from this same P. A new density matrix formed from the eigenvectors of F commutes with that F whether or not the iteration has converged. The theorems say nothing about whether the iteration converges, or whether a commuting pair occupies the lowest orbitals.

The following goes beyond the file and has no Lean proof in it. If P is idempotent, the first trace reduces to tr(F²P). In floating point, the difference of two nearly equal traces loses digits to cancellation near convergence, so the norm of the commutator is better summed from its entries. For a finite-dimensional density matrix ρ under pure dephasing with a single Hermitian operator L and rate γ ≥ 0,

dρ/dt = −(γ/2) [L,[L,ρ]]

the double-commutator identity with A = ρ and B = L gives

d tr(ρ²)/dt = −γ ‖[ρ,L]‖²

so the purity does not increase.
